# Damping the fundamental sine error by a fixed factor takes a number of Jacobi sweeps that grows as $(N+1)^2$

A: Discretise the Dirichlet problem $-u''=f$ on the unit interval by the three-point difference formula on a uniform grid with $N$ interior points, and let $M_N(d)$ be the least number of Jacobi sweeps that reduces the fundamental sine error to at most $d$ times its initial size. For every fixed $d$ with $0<d<1$,

$$\frac{M_N(d)}{(N+1)^2}\;\longrightarrow\;\frac{2\log(1/d)}{\pi^2}\qquad(N\to\infty).$$

Q: I suspect that your formal version is a limit about cosines with the word "Jacobi" attached. Where is the relaxation?

A: In the first definition. With mesh width $h=1/(N+1)$, the discrete equation at an interior point is $(2v_j-v_{j-1}-v_{j+1})/h^2=f_j$. Jacobi solves it for the central value with the neighbours held at their old values:

$$u_j^{\text{new}}=\tfrac12\left(u_{j-1}+u_{j+1}+h^2f_j\right).$$

In `sweep`, grid functions live on all the integers. The interior is $0<j<N+1$, and the sweep writes zero everywhere else, which imposes the boundary values.

```lean
import Mathlib

open Real Filter Topology

namespace JacobiRelaxation

noncomputable section

/-- One Jacobi sweep for `-u'' = f` on the unit interval with `N` interior points,
mesh width `1/(N+1)` and zero values outside the interior. -/
def sweep (N : ℕ) (f u : ℤ → ℝ) (j : ℤ) : ℝ :=
  if 0 < j ∧ j < N + 1 then (u (j - 1) + u (j + 1) + f j / ((N : ℝ) + 1) ^ 2) / 2 else 0
```

Q: And what is the error measured against?

A: Against a solution $v$ of the discrete equations, not of the differential equation, so discretisation error doesn't enter. `IsSolution` states the boundary values and the interior equations. The theorems that use it take such a $v$ as given and don't construct it.

```lean
/-- The grid function `v` solves the discrete Dirichlet problem with source `f`. -/
def IsSolution (N : ℕ) (f v : ℤ → ℝ) : Prop :=
  (∀ j : ℤ, ¬(0 < j ∧ j < N + 1) → v j = 0) ∧
  ∀ j : ℤ, 0 < j ∧ j < N + 1 →
    (2 * v j - v (j - 1) - v (j + 1)) * ((N : ℝ) + 1) ^ 2 = f j
```

A: The error of interest is $s_j=\sin(\pi j/(N+1))$, called `mode`, and its expected factor per sweep is $c_N=\cos(\pi/(N+1))$, called `rate`.

```lean
/-- The fundamental sine mode on the interior points, zero elsewhere. -/
def mode (N : ℕ) (j : ℤ) : ℝ :=
  if 0 < j ∧ j < N + 1 then Real.sin (π * j / ((N : ℝ) + 1)) else 0

/-- The number `cos(π/(N+1))`. -/
def rate (N : ℕ) : ℝ := Real.cos (π / ((N : ℝ) + 1))
```

Q: Then you define the sweep count as $\log d/\log c_N$, and the physics has been assumed.

A: No. `sweepCount` iterates the actual update. `(sweep N 0)^[m]` means $m$ sweeps with zero source, and `sInf` picks the least $m$ for which the result is at most $d\,|s_j|$ at every grid point. The logarithm has to be derived.

```lean
/-- The least number of source-free sweeps after which the sine mode is at most `d` times
its initial size at every grid point. -/
def sweepCount (N : ℕ) (d : ℝ) : ℕ :=
  sInf {m : ℕ | ∀ j, |(sweep N 0)^[m] (mode N) j| ≤ d * |mode N j|}
```

Q: Zero source? My problem has a charge density in it.

A: The source cancels from the error. The solution satisfies $v_j=\frac12(v_{j-1}+v_{j+1}+h^2f_j)$, and subtracting this from the sweep leaves, for $e=u-v$,

$$e_j^{\text{new}}=\tfrac12(e_{j-1}+e_{j+1}).$$

The proof of `sweep_error` does the same: `e` rewrites the source term through the discrete equation, and `ring` finishes the subtraction. Outside the interior both sides vanish.

```lean
/-- The error relative to a discrete solution evolves by the source-free sweep. -/
theorem sweep_error {N : ℕ} {f v : ℤ → ℝ} (h : IsSolution N f v) (u : ℤ → ℝ) :
    sweep N f u - v = sweep N 0 (u - v) := by
  ext j
  by_cases hj : 0 < j ∧ j < (N : ℤ) + 1
  · have e : f j / ((N : ℝ) + 1) ^ 2 = 2 * v j - v (j - 1) - v (j + 1) := by
      rw [← h.2 j hj]
      exact mul_div_cancel_right₀ _ (by positivity)
    simp only [sweep, Pi.sub_apply, Pi.zero_apply, if_pos hj]
    rw [e, zero_div]
    ring
  · simp only [sweep, Pi.sub_apply, if_neg hj, h.1 j hj, sub_zero]
```

Q: Now the sine. Next to the wall, the average uses a boundary value.

A: That value is zero, and so is the sine at $j=0$ and $j=N+1$. `mode_eq` records that the sine formula therefore holds at both boundary points too.

```lean
/-- The sine formula for the fundamental mode also holds at the two boundary points. -/
theorem mode_eq (N : ℕ) (j : ℤ) (h0 : 0 ≤ j) (h1 : j ≤ N + 1) :
    mode N j = Real.sin (π * j / ((N : ℝ) + 1)) := by
  by_cases hj : 0 < j ∧ j < (N : ℤ) + 1
  · rw [mode, if_pos hj]
  · have hb : j = 0 ∨ j = (N : ℤ) + 1 := by omega
    rw [mode, if_neg hj]
    rcases hb with hb | hb
    · simp [hb]
    · rw [hb]
      push_cast
      rw [mul_div_cancel_right₀ _ (by positivity), Real.sin_pi]
```

A: With $\theta=\pi/(N+1)$, the addition formulas give at every interior point

$$\tfrac12\left[\sin((j-1)\theta)+\sin((j+1)\theta)\right]=\cos\theta\,\sin(j\theta).$$

In `sweep_mode`, `e1` and `e2` split the two angles, and the rewrites with `Real.sin_sub` and `Real.sin_add` are this identity.

```lean
/-- One source-free sweep multiplies the fundamental mode by `cos(π/(N+1))`. -/
theorem sweep_mode (N : ℕ) : sweep N 0 (mode N) = rate N • mode N := by
  ext j
  by_cases hj : 0 < j ∧ j < (N : ℤ) + 1
  · simp only [sweep, if_pos hj, Pi.smul_apply, smul_eq_mul, Pi.zero_apply, zero_div, add_zero]
    rw [mode_eq N (j - 1) (by omega) (by omega), mode_eq N (j + 1) (by omega) (by omega),
      mode_eq N j (by omega) (by omega), rate]
    have e1 : π * ((j - 1 : ℤ) : ℝ) / ((N : ℝ) + 1)
        = π * j / ((N : ℝ) + 1) - π / ((N : ℝ) + 1) := by push_cast; ring
    have e2 : π * ((j + 1 : ℤ) : ℝ) / ((N : ℝ) + 1)
        = π * j / ((N : ℝ) + 1) + π / ((N : ℝ) + 1) := by push_cast; ring
    rw [e1, e2, Real.sin_sub, Real.sin_add]
    ring
  · simp only [sweep, mode, if_neg hj, Pi.smul_apply, smul_eq_mul, mul_zero]
```

A: Since the source-free sweep is linear, $m$ sweeps multiply the mode by $c_N^m$. The proof is an induction whose step multiplies the one-sweep identity by $c_N^m$.

```lean
/-- After `m` source-free sweeps the fundamental mode is multiplied by `cos(π/(N+1))^m`. -/
theorem iterate_mode (N m : ℕ) : (sweep N 0)^[m] (mode N) = rate N ^ m • mode N := by
  induction m with
  | zero => simp
  | succ m ih =>
    rw [Function.iterate_succ_apply', ih]
    ext j
    have s := congrFun (sweep_mode N) j
    by_cases hj : 0 < j ∧ j < (N : ℤ) + 1
    · simp only [sweep, if_pos hj, Pi.smul_apply, smul_eq_mul, Pi.zero_apply, zero_div,
        add_zero] at s ⊢
      linear_combination rate N ^ m * s
    · simp only [sweep, mode, if_neg hj, Pi.smul_apply, smul_eq_mul, mul_zero]
```

Q: A real starting error is not a pure sine.

A: There is a bound for that case. If $|u_j-v_j|\le C s_j$ initially, then after $m$ sweeps the error is at most $C c_N^m s_j$, whatever the source. The hypothesis forces the starting guess to have the right boundary values. For the induction step, average the bounds at the two neighbours:

$$|e_j^{\text{new}}|\le\tfrac12Cc_N^m(s_{j-1}+s_{j+1})=Cc_N^{m+1}s_j.$$

In the code, `s'` is the equality on the right and `linarith` combines the neighbouring inequalities. This is an upper bound; the sharp count concerns the sine mode itself.

```lean
/-- For any source, an initial error bounded by `C` times the sine mode is bounded after
`m` sweeps by `C cos(π/(N+1))^m` times that mode. -/
theorem error_bound {N : ℕ} {f v u : ℤ → ℝ} {C : ℝ} (h : IsSolution N f v)
    (hu : ∀ j, |u j - v j| ≤ C * mode N j) (m : ℕ) :
    ∀ j, |(sweep N f)^[m] u j - v j| ≤ C * rate N ^ m * mode N j := by
  induction m with
  | zero => simpa using hu
  | succ m ih =>
    intro j
    rw [Function.iterate_succ_apply']
    have e := congrFun (sweep_error h ((sweep N f)^[m] u)) j
    have s := congrFun (sweep_mode N) j
    rw [Pi.sub_apply] at e
    rw [e]
    by_cases hj : 0 < j ∧ j < (N : ℤ) + 1
    · simp only [sweep, if_pos hj, Pi.smul_apply, Pi.sub_apply, smul_eq_mul, Pi.zero_apply,
        zero_div, add_zero] at s ⊢
      -- averaging the neighbouring bounds reproduces the damped sine
      have s' : C * rate N ^ (m + 1) * mode N j = (C * rate N ^ m * mode N (j - 1)
          + C * rate N ^ m * mode N (j + 1)) / 2 := by
        linear_combination (-(C * rate N ^ m)) * s
      have a := abs_le.1 (ih (j - 1))
      have b := abs_le.1 (ih (j + 1))
      rw [s', abs_le]
      constructor <;> linarith [a.1, a.2, b.1, b.2]
    · simp only [sweep, mode, if_neg hj, mul_zero, abs_zero, le_refl]
```

Q: When may I take logarithms?

A: When $0<c_N<1$, which holds for $N\ge2$ because then $0<\theta<\pi/2$. For $N=1$ the factor is zero, and a single sweep removes the mode.

```lean
/-- With at least two interior points, `cos(π/(N+1))` lies strictly between zero and one. -/
theorem rate_bounds {N : ℕ} (hN : 2 ≤ N) : 0 < rate N ∧ rate N < 1 := by
  have h2 : (2 : ℝ) ≤ N := by exact_mod_cast hN
  have hx : 0 < π / ((N : ℝ) + 1) := by positivity
  have hy : π / ((N : ℝ) + 1) < π / 2 :=
    div_lt_div_of_pos_left Real.pi_pos (by norm_num) (by linarith)
  refine ⟨Real.cos_pos_of_mem_Ioo ⟨by linarith [Real.pi_pos], hy⟩, ?_⟩
  have := Real.cos_lt_cos_of_nonneg_of_le_pi le_rfl (by linarith [Real.pi_pos]) hx
  rwa [Real.cos_zero] at this
```

A: For $N\ge2$ the requirement is $c_N^m\le d$, that is, $m\log c_N\le\log d$. Dividing by the negative number $\log c_N$ reverses the inequality:

$$m\ge\frac{\log d}{\log c_N},\qquad\text{so}\qquad M_N(d)=\left\lceil\frac{\log d}{\log c_N}\right\rceil\quad(0<d<1).$$

In `sweepCount_eq`, `key` proves this equivalence for each $m$. The grid point $j=1$, where the sine is positive, is enough to recover $c_N^m\le d$ from the pointwise condition. The theorem allows any $d>0$; its ceiling `⌈ ⌉₊` takes values in the natural numbers, so it gives zero sweeps when $d\ge1$.

```lean
/-- With at least two interior points and `d > 0`, the sweep count is the least natural number that
is at least `log d / log cos(π/(N+1))`. -/
theorem sweepCount_eq {N : ℕ} (hN : 2 ≤ N) {d : ℝ} (hd : 0 < d) :
    sweepCount N d = ⌈Real.log d / Real.log (rate N)⌉₊ := by
  obtain ⟨hp, h1⟩ := rate_bounds hN
  have hl := Real.log_neg hp h1
  have hm : 0 < mode N 1 := by
    rw [mode_eq N 1 (by omega) (by omega), Int.cast_one, mul_one]
    have h2 : (2 : ℝ) ≤ N := by exact_mod_cast hN
    exact Real.sin_pos_of_pos_of_lt_pi (by positivity)
      (div_lt_self Real.pi_pos (by linarith))
  have key : ∀ m : ℕ, (∀ j, |(sweep N 0)^[m] (mode N) j| ≤ d * |mode N j|) ↔
      Real.log d / Real.log (rate N) ≤ m := by
    intro m
    rw [div_le_iff_of_neg hl, ← Real.log_pow, Real.log_le_log_iff (pow_pos hp m) hd,
      iterate_mode]
    simp only [Pi.smul_apply, smul_eq_mul, abs_mul, abs_of_pos (pow_pos hp m)]
    exact ⟨fun h => le_of_mul_le_mul_right (h 1) (abs_pos.2 hm.ne'),
      fun h j => mul_le_mul_of_nonneg_right h (abs_nonneg _)⟩
  exact le_antisymm (Nat.sInf_le ((key _).2 (Nat.le_ceil _)))
    (le_csInf ⟨_, (key _).2 (Nat.le_ceil _)⟩ fun m hm => Nat.ceil_le.2 ((key m).1 hm))
```

Q: So the quadratic growth must come from $c_N$ approaching one.

A: Yes. Put $x=\pi/(2(N+1))$. The half-angle formula gives

$$(N+1)^2(1-c_N)=2(N+1)^2\sin^2x=\frac{\pi^2}{2}\left(\frac{\sin x}{x}\right)^2\longrightarrow\frac{\pi^2}{2}.$$

Lean obtains $\sin x/x\to1$ from the derivative of sine at zero, written as a limit of slopes. That limit excludes $x=0$, which is why `hy'` accompanies `hy`.

```lean
/-- The gap `1 - cos(π/(N+1))`, multiplied by `(N+1)²`, tends to `π²/2`. -/
theorem tendsto_gap :
    Tendsto (fun N : ℕ => ((N : ℝ) + 1) ^ 2 * (1 - rate N)) atTop (𝓝 (π ^ 2 / 2)) := by
  have hy : Tendsto (fun N : ℕ => π / 2 / ((N : ℝ) + 1)) atTop (𝓝 0) :=
    tendsto_const_nhds.div_atTop
      (tendsto_atTop_add_const_right _ 1 tendsto_natCast_atTop_atTop)
  have hy' : Tendsto (fun N : ℕ => π / 2 / ((N : ℝ) + 1)) atTop (𝓝[≠] 0) := by
    refine tendsto_nhdsWithin_iff.2 ⟨hy, Eventually.of_forall fun N => ?_⟩
    change π / 2 / ((N : ℝ) + 1) ≠ 0
    positivity
  have hs := (hasDerivAt_iff_tendsto_slope_zero.1 (Real.hasDerivAt_sin 0)).comp hy'
  have h2 := (hs.pow 2).const_mul (π ^ 2 / 2)
  rw [Real.cos_zero, one_pow, mul_one] at h2
  refine h2.congr fun N => ?_
  simp only [Function.comp_apply, zero_add, Real.sin_zero, sub_zero, smul_eq_mul, rate]
  -- half-angle formula
  have hc : Real.cos (π / ((N : ℝ) + 1)) = 1 - 2 * Real.sin (π / 2 / ((N : ℝ) + 1)) ^ 2 := by
    have e : π / ((N : ℝ) + 1) = 2 * (π / 2 / ((N : ℝ) + 1)) := by ring
    rw [e, Real.cos_two_mul, Real.cos_sq']
    ring
  have hq : π * (π / 2 / ((N : ℝ) + 1))⁻¹ = 2 * ((N : ℝ) + 1) := by
    field_simp
  rw [hc]
  generalize Real.sin (π / 2 / ((N : ℝ) + 1)) = s
  generalize (π / 2 / ((N : ℝ) + 1))⁻¹ = i at hq ⊢
  linear_combination (s ^ 2 / 2 * (π * i + 2 * ((N : ℝ) + 1))) * hq
```

A: To pass from the gap to the logarithm, use $1-1/c\le\log c\le c-1$ for $c>0$. Multiplied by $(N+1)^2$, this reads

$$-\frac{(N+1)^2(1-c_N)}{c_N}\le(N+1)^2\log c_N\le-(N+1)^2(1-c_N).$$

Both outer terms tend to $-\pi^2/2$, because $c_N\to1$. Dividing a constant $L$ by the middle term gives the limit $-2L/\pi^2$. In the code, `hlog` is the squeeze and the rest is the division.

```lean
/-- For every real `L`, the quotient `L / log cos(π/(N+1))` divided by `(N+1)²` tends to
`-2L/π²`. -/
theorem tendsto_log_quotient (L : ℝ) :
    Tendsto (fun N : ℕ => L / Real.log (rate N) / ((N : ℝ) + 1) ^ 2) atTop
      (𝓝 (-2 * L / π ^ 2)) := by
  have ha : Tendsto (fun N : ℕ => π / ((N : ℝ) + 1)) atTop (𝓝 0) :=
    tendsto_const_nhds.div_atTop
      (tendsto_atTop_add_const_right _ 1 tendsto_natCast_atTop_atTop)
  have hr : Tendsto rate atTop (𝓝 1) := by
    have h := (Real.continuous_cos.tendsto 0).comp ha
    rw [Real.cos_zero] at h
    exact h
  have hlow := tendsto_gap.neg.div hr one_ne_zero
  rw [div_one] at hlow
  -- squeeze the logarithm between `1 - 1/c` and `c - 1`
  have hlog : Tendsto (fun N : ℕ => ((N : ℝ) + 1) ^ 2 * Real.log (rate N)) atTop
      (𝓝 (-(π ^ 2 / 2))) := by
    refine tendsto_of_tendsto_of_tendsto_of_le_of_le' hlow tendsto_gap.neg ?_ ?_
    · filter_upwards [eventually_ge_atTop 2] with N hN
      have hp := (rate_bounds hN).1
      have hi : rate N * (rate N)⁻¹ = 1 := mul_inv_cancel₀ hp.ne'
      calc -(((N : ℝ) + 1) ^ 2 * (1 - rate N)) / rate N
          = ((N : ℝ) + 1) ^ 2 * (1 - (rate N)⁻¹) := by
            rw [div_eq_mul_inv]
            linear_combination ((N : ℝ) + 1) ^ 2 * hi
        _ ≤ ((N : ℝ) + 1) ^ 2 * Real.log (rate N) :=
            mul_le_mul_of_nonneg_left (Real.one_sub_inv_le_log_of_pos hp) (by positivity)
    · filter_upwards [eventually_ge_atTop 2] with N hN
      have h := Real.log_le_sub_one_of_pos (rate_bounds hN).1
      linarith [mul_le_mul_of_nonneg_left h (sq_nonneg ((N : ℝ) + 1))]
  have hne : -(π ^ 2 / 2) ≠ 0 := neg_ne_zero.2 (by positivity)
  have h := (tendsto_const_nhds (x := L)).div hlog hne
  have e : L / -(π ^ 2 / 2) = -2 * L / π ^ 2 := by
    rw [div_neg, div_div_eq_mul_div]
    ring
  rw [e] at h
  refine h.congr fun N => ?_
  rw [div_div, mul_comm (Real.log (rate N))]
  rfl
```

Q: The count is an integer, though, and your quotient isn't.

A: Write $q_N=\log d/\log c_N$, which is positive for $N\ge2$. Then $q_N\le M_N(d)<q_N+1$, and therefore

$$\frac{q_N}{(N+1)^2}\le\frac{M_N(d)}{(N+1)^2}<\frac{q_N}{(N+1)^2}+\frac1{(N+1)^2}.$$

With $L=\log d$, both outer terms tend to $-2\log d/\pi^2=2\log(1/d)/\pi^2$. That is the final theorem: `Tendsto … atTop` is the limit $N\to\infty$, and `hd` and `hd1` say $0<d<1$.

```lean
/-- For `0 < d < 1`, the least number of source-free Jacobi sweeps that reduces the fundamental sine
mode to at most `d` times its initial size, divided by `(N+1)²`, tends to `2 log(1/d)/π²`. -/
theorem tendsto_sweepCount {d : ℝ} (hd : 0 < d) (hd1 : d < 1) :
    Tendsto (fun N : ℕ => (sweepCount N d : ℝ) / ((N : ℝ) + 1) ^ 2) atTop
      (𝓝 (2 * Real.log (1 / d) / π ^ 2)) := by
  have hq := tendsto_log_quotient (Real.log d)
  have e : -2 * Real.log d / π ^ 2 = 2 * Real.log (1 / d) / π ^ 2 := by
    rw [one_div, Real.log_inv]
    ring
  rw [e] at hq
  have h1 : Tendsto (fun N : ℕ => 1 / ((N : ℝ) + 1)) atTop (𝓝 0) :=
    tendsto_const_nhds.div_atTop
      (tendsto_atTop_add_const_right _ 1 tendsto_natCast_atTop_atTop)
  have hup := hq.add (h1.pow 2)
  rw [zero_pow two_ne_zero, add_zero] at hup
  -- rounding up costs less than one sweep
  refine tendsto_of_tendsto_of_tendsto_of_le_of_le' hq hup ?_ ?_
  · filter_upwards [eventually_ge_atTop 2] with N hN
    rw [sweepCount_eq hN hd]
    exact div_le_div_of_nonneg_right (Nat.le_ceil _) (by positivity)
  · filter_upwards [eventually_ge_atTop 2] with N hN
    obtain ⟨hp, hr1⟩ := rate_bounds hN
    have hx : 0 ≤ Real.log d / Real.log (rate N) :=
      div_nonneg_of_nonpos (Real.log_neg hd hd1).le (Real.log_neg hp hr1).le
    rw [sweepCount_eq hN hd, one_div_pow, ← add_div]
    exact div_le_div_of_nonneg_right (Nat.ceil_lt_add_one hx).le (by positivity)

end

end JacobiRelaxation
```

```lean
#print axioms JacobiRelaxation.error_bound
#print axioms JacobiRelaxation.tendsto_sweepCount
```

```
'JacobiRelaxation.error_bound' depends on axioms: [propext, Classical.choice, Quot.sound]
'JacobiRelaxation.tendsto_sweepCount' depends on axioms: [propext, Classical.choice, Quot.sound]
```

Q: The final theorem has no condition $N\ge2$, yet its ingredients do. Where did it go?

A: Into the squeeze lemma, `tendsto_of_tendsto_of_tendsto_of_le_of_le'`, on which the proof turns twice: once for the logarithm and once for the rounding. It takes two sequences with a common limit and two inequalities that trap a third sequence between them. The prime at the end of the name matters, since this version asks for the inequalities only eventually, that is, from some $N$ onwards. The line `filter_upwards [eventually_ge_atTop 2] with N hN` then hands us an $N$ with $N\ge2$, and `rate_bounds` applies. The version without the prime would demand the inequalities at every $N$, and the upper bound on the logarithm fails at $N=1$, where Lean sets $\log0=0$.

Q: What may I take from this for a real-space electronic-structure code?

A: A model of one cost. The Hartree potential obeys a Poisson equation, and for its one-dimensional version with zero boundary values, the three-point formula on a uniform grid and exact arithmetic, the result says how slowly plain Jacobi removes the smoothest error: doubling $N+1$ asymptotically quadruples the sweeps. Multigrid treats such smooth errors on coarser grids. The theorems say nothing about damped Jacobi, higher dimensions or the cost of a multigrid cycle.
